# Global convergence of Newton's method for a discrete Poisson equation with convex, increasing electron density

Let $K$ be a real matrix on a finite grid with nonpositive off-diagonal entries and nonnegative row sums, and let each $n_i$ be convex and differentiable with $n_i'>0$. If $K\varphi+n(\varphi)=d$ has a solution, Newton iteration converges to it from any start. From the first iterate onward, no component increases or falls below the solution.

## Electrons on a grid

In suitable units, $K$ is the discretised operator $-\nabla\cdot\varepsilon\nabla$, $\varphi_i$ the potential at node $i$, $n_i(\varphi_i)$ the electron density there, and $d_i$ the doping plus any boundary terms. The off-diagonal signs say that neighbouring nodes pull each other's potentials together. A row sum is zero at a node without a contact and positive at one coupled to a contact of fixed potential. The condition $n_i'>0$ says that a higher potential attracts more electrons.

The result bears on the Poisson solve in device simulation when the electron density at a node is a convex function of the potential there, as for Boltzmann electrons at a fixed quasi-Fermi level. Boltzmann holes contribute a concave term, so a model with both carriers generally falls outside the hypotheses. So does a grid with insulator nodes, where $n_i=0$ and the slope is not positive.

## Signs give a maximum principle

Suppose $g_i>0$ and $(Kx)_i+g_ix_i\ge0$ at every node. Then $x\ge0$. Otherwise let $m$ be a node where $x$ is lowest, so $x_m<0$. Since $x_j\ge x_m$ and $K_{mj}\le0$ for $j\ne m$,
$$(Kx)_m\le\Big(\sum_jK_{mj}\Big)x_m\le0,\qquad g_mx_m<0,$$
a contradiction.

Write $F(\varphi)=K\varphi+n(\varphi)-d$ and $J(\varphi)=K+\mathrm{diag}\,n_i'(\varphi_i)$. If $J(\varphi)v=0$, the principle applies to $v$ and $-v$, so $v=0$ and $J(\varphi)$ is invertible. The Newton step $\varphi^+=\varphi-J(\varphi)^{-1}F(\varphi)$ therefore satisfies
$$(K\varphi^+)_i+n_i(\varphi_i)+n_i'(\varphi_i)(\varphi_i^+-\varphi_i)=d_i.\tag{1}$$

## Convexity orders the iterates

A convex function lies above its tangents: $n_i(y)\ge n_i(x)+n_i'(x)(y-x)$. Three facts follow.

- By (1), $F(\varphi^+)_i=n_i(\varphi_i^+)-n_i(\varphi_i)-n_i'(\varphi_i)(\varphi_i^+-\varphi_i)\ge0$.
- If $F(\varphi)\ge0$, then $J(\varphi)(\varphi-\varphi^+)=F(\varphi)\ge0$, so $\varphi^+\le\varphi$.
- If $F(\psi)\le0$ (a subsolution), then
$$[J(\varphi)(\varphi^+-\psi)]_i=-F(\psi)_i+n_i(\psi_i)-n_i(\varphi_i)-n_i'(\varphi_i)(\psi_i-\varphi_i)\ge0,$$
so $\psi\le\varphi^+$.

Given a subsolution $\psi$, the iterates $\varphi^{(k)}$ with $k\ge1$ thus decrease and stay above $\psi$, so they converge. Their slopes lie between $0$ and $n_i'(\varphi_i^{(1)})$, because $n_i'$ is nondecreasing. The last term on the left of (1) therefore vanishes in the limit, and the limit solves the equation.

A solution is both a subsolution and a fixed point of the step. By the third fact, any two solutions lie above each other, so they coincide.

Boltzmann electrons have $n_i(x)=N_ie^{x/V}$, with $V>0$ the thermal voltage and $N_i>0$ the density at zero potential. Suppose that the right-hand side $d_i=D_i$ is positive at every node, and put $S=\sum_iN_i/D_i$. The constant potential $-VS$ is a subsolution: its $K$ term is nonpositive, and $N_i/D_i\le S\le e^S$ gives $N_ie^{-S}\le D_i$. A solution therefore exists.

## Reading the Lean statement

The nodes form the finite type `ι`. `IsGridOperator` holds the two conditions on `K`; symmetry is not required. `IsConvexCharge n n'` says that each `n i` is convex with derivative `n' i`, which is positive. In this name and in the docstrings, charge is counted in units of the electron's own negative charge, so electrons count as positive. In `newton_global_convergence`, `hs` assumes a solution `φs`, and `(newtonStep K n n' d)^[k] φ₀` is the $k$-th iterate. Inequalities between potentials are componentwise.

The theorem gives no convergence rate and assumes exact arithmetic.

Had $K$ been modelled as symmetric positive semidefinite instead, $J$ would still be invertible and solutions still unique. But $J^{-1}$ could have negative entries, and the ordering argument would be lost.

The condition `1 ≤ k` matters: the first step can raise the potential. In `first_step_up_witness`, two coupled nodes start at $-1$ and the first step raises both; by (1) it lands at $e-2$. From a start at $-10$ it would land at $e^{10}-11\approx 22015$, where the exponential overflows in double precision.

```lean
import Mathlib

open Matrix Filter Topology

namespace NewtonPoisson

noncomputable section

variable {ι : Type*} [Fintype ι]

/-- A discrete Poisson operator on a grid: nonpositive off-diagonal entries and nonnegative
row sums. -/
structure IsGridOperator (K : Matrix ι ι ℝ) : Prop where
  offDiag : ∀ i j, i ≠ j → K i j ≤ 0
  rowSum : ∀ i, 0 ≤ ∑ j, K i j

/-- A local charge law: at each node `i` the charge `n i` is a convex function of the potential,
with positive derivative `n' i`. -/
structure IsConvexCharge {ι : Type*} (n n' : ι → ℝ → ℝ) : Prop where
  convex : ∀ i, ConvexOn ℝ Set.univ (n i)
  hasDeriv : ∀ i x, HasDerivAt (n i) (n' i x) x
  pos : ∀ i x, 0 < n' i x

/-- The residual `K φ + n(φ) - d` of the nonlinear Poisson equation. -/
def residual (K : Matrix ι ι ℝ) (n : ι → ℝ → ℝ) (d φ : ι → ℝ) : ι → ℝ :=
  fun i => (K *ᵥ φ) i + n i (φ i) - d i

/-- Discrete maximum principle: if `K` is a grid operator, `g > 0` and `(K + g) x ≥ 0` at every
node, then `x ≥ 0` at every node. -/
theorem maximum_principle {K : Matrix ι ι ℝ} (hK : IsGridOperator K) (g x : ι → ℝ)
    (hg : ∀ i, 0 < g i) (h : ∀ i, 0 ≤ (K *ᵥ x) i + g i * x i) : 0 ≤ x := by
  intro i
  change 0 ≤ x i
  by_contra hi
  have : Nonempty ι := ⟨i⟩
  -- look at the node where `x` is lowest
  obtain ⟨m, hm⟩ := Finite.exists_min x
  have hneg : x m < 0 := lt_of_le_of_lt (hm i) (not_le.mp hi)
  have hsum : (K *ᵥ x) m ≤ (∑ j, K m j) * x m := by
    simp only [Matrix.mulVec, dotProduct, Finset.sum_mul]
    apply Finset.sum_le_sum
    intro j _
    by_cases hj : m = j
    · rw [← hj]
    · exact mul_le_mul_of_nonpos_left (hm j) (hK.offDiag m j hj)
  have h1 := mul_nonpos_of_nonneg_of_nonpos (hK.rowSum m) hneg.le
  have h2 := mul_neg_of_pos_of_neg (hg m) hneg
  linarith [h m]

/-- A convex charge law lies above each of its tangents. -/
theorem tangent_le {ι : Type*} {n n' : ι → ℝ → ℝ} (hn : IsConvexCharge n n') (i : ι) (x y : ℝ) :
    n i x + n' i x * (y - x) ≤ n i y := by
  rcases lt_trichotomy x y with h | h | h
  · have := (hn.convex i).le_slope_of_hasDerivAt (Set.mem_univ x) (Set.mem_univ y) h
      (hn.hasDeriv i x)
    rw [slope_def_field, le_div_iff₀ (sub_pos.mpr h)] at this
    linarith
  · subst h
    simp
  · have := (hn.convex i).slope_le_of_hasDerivAt (Set.mem_univ y) (Set.mem_univ x) h
      (hn.hasDeriv i x)
    rw [slope_def_field, div_le_iff₀ (sub_pos.mpr h)] at this
    linarith

variable [DecidableEq ι]

/-- The Jacobian `K + diag n'(φ)` of the residual. -/
def jacobian (K : Matrix ι ι ℝ) (n' : ι → ℝ → ℝ) (φ : ι → ℝ) : Matrix ι ι ℝ :=
  K + Matrix.diagonal (fun i => n' i (φ i))

/-- One Newton step `φ - J(φ)⁻¹ (K φ + n(φ) - d)`, meant for an invertible Jacobian `J(φ)`. -/
def newtonStep (K : Matrix ι ι ℝ) (n n' : ι → ℝ → ℝ) (d φ : ι → ℝ) : ι → ℝ :=
  φ - (jacobian K n' φ)⁻¹ *ᵥ residual K n d φ

variable {K : Matrix ι ι ℝ} {n n' : ι → ℝ → ℝ} {d : ι → ℝ}

/-- For a grid operator and a convex charge law with positive derivative, the Jacobian is
invertible and the Newton step solves the linearised Poisson equation. -/
theorem newton_linearised (hK : IsGridOperator K) (hn : IsConvexCharge n n') (φ : ι → ℝ) :
    IsUnit (jacobian K n' φ).det ∧ ∀ i, (K *ᵥ newtonStep K n n' d φ) i + n i (φ i)
      + n' i (φ i) * (newtonStep K n n' d φ i - φ i) = d i := by
  have hJ : ∀ v i, (jacobian K n' φ *ᵥ v) i = (K *ᵥ v) i + n' i (φ i) * v i := by
    intro v i
    simp [jacobian, Matrix.add_mulVec, Matrix.mulVec_diagonal]
  have hdet : IsUnit (jacobian K n' φ).det := by
    rw [isUnit_iff_ne_zero]
    intro h0
    obtain ⟨v, hv, hv0⟩ := Matrix.exists_mulVec_eq_zero_iff.2 h0
    have e : ∀ i, (K *ᵥ v) i + n' i (φ i) * v i = 0 := by
      intro i
      rw [← hJ, hv0]
      rfl
    have e' : ∀ i, 0 ≤ (K *ᵥ (-v)) i + n' i (φ i) * (-v) i := by
      intro i
      simp only [Matrix.mulVec_neg, Pi.neg_apply]
      linarith [e i]
    -- the maximum principle applies to `v` and to `-v`
    have p := maximum_principle hK (fun i => n' i (φ i)) v (fun i => hn.pos i _)
      (fun i => (e i).ge)
    have q := maximum_principle hK (fun i => n' i (φ i)) (-v) (fun i => hn.pos i _) e'
    exact hv (le_antisymm (neg_nonneg.mp q) p)
  refine ⟨hdet, fun i => ?_⟩
  have hw := hJ ((jacobian K n' φ)⁻¹ *ᵥ residual K n d φ) i
  rw [Matrix.mulVec_mulVec, Matrix.mul_nonsing_inv _ hdet, Matrix.one_mulVec] at hw
  simp only [newtonStep, Matrix.mulVec_sub, Pi.sub_apply]
  have hr : residual K n d φ i = (K *ᵥ φ) i + n i (φ i) - d i := rfl
  linarith

/-- For a grid operator and a convex charge law with positive derivative, a Newton step from any
potential lands where the residual is nonnegative, and a step from a potential with nonnegative
residual raises no component of the potential. -/
theorem newton_descends (hK : IsGridOperator K) (hn : IsConvexCharge n n') (φ : ι → ℝ) :
    0 ≤ residual K n d (newtonStep K n n' d φ) ∧
      (0 ≤ residual K n d φ → newtonStep K n n' d φ ≤ φ) := by
  have hN := (newton_linearised (d := d) hK hn φ).2
  constructor
  · intro i
    change 0 ≤ (K *ᵥ newtonStep K n n' d φ) i + n i (newtonStep K n n' d φ i) - d i
    linarith [hN i, tangent_le hn i (φ i) (newtonStep K n n' d φ i)]
  · intro h
    refine sub_nonneg.mp (maximum_principle hK (fun i => n' i (φ i)) _
      (fun i => hn.pos i _) (fun i => ?_))
    have hi : 0 ≤ (K *ᵥ φ) i + n i (φ i) - d i := h i
    simp only [Matrix.mulVec_sub, Pi.sub_apply]
    linarith [hN i]

/-- For a grid operator and a convex charge law with positive derivative, a Newton step from any
potential lands at or above every subsolution `ψ`, that is, every potential with
`K ψ + n(ψ) ≤ d`. -/
theorem subsolution_le_newton (hK : IsGridOperator K) (hn : IsConvexCharge n n')
    {ψ : ι → ℝ} (hψ : residual K n d ψ ≤ 0) (φ : ι → ℝ) : ψ ≤ newtonStep K n n' d φ := by
  refine sub_nonneg.mp (maximum_principle hK (fun i => n' i (φ i)) _
    (fun i => hn.pos i _) (fun i => ?_))
  have hi : (K *ᵥ ψ) i + n i (ψ i) - d i ≤ 0 := hψ i
  simp only [Matrix.mulVec_sub, Pi.sub_apply]
  linarith [(newton_linearised (d := d) hK hn φ).2 i, tangent_le hn i (φ i) (ψ i)]

/-- For a grid operator and a convex charge law with positive derivative, if the Poisson equation
has a subsolution, it has a solution, and Newton iteration from any start converges to one. -/
theorem newton_finds_solution (hK : IsGridOperator K) (hn : IsConvexCharge n n')
    {ψ : ι → ℝ} (hψ : residual K n d ψ ≤ 0) (φ₀ : ι → ℝ) :
    ∃ φs, residual K n d φs = 0 ∧
      Tendsto (fun k => (newtonStep K n n' d)^[k] φ₀) atTop (𝓝 φs) := by
  obtain ⟨u, hu⟩ : ∃ u : ℕ → ι → ℝ, u = fun k => (newtonStep K n n' d)^[k + 1] φ₀ := ⟨_, rfl⟩
  have hs : ∀ k, u (k + 1) = newtonStep K n n' d (u k) := by
    intro k
    simp only [hu]
    exact Function.iterate_succ_apply' _ _ _
  have hpre : ∀ k, ∃ φ, u k = newtonStep K n n' d φ := by
    intro k
    exact ⟨(newtonStep K n n' d)^[k] φ₀, by
      simp only [hu]; exact Function.iterate_succ_apply' _ _ _⟩
  have hanti : Antitone u := by
    refine antitone_nat_of_succ_le (fun k => ?_)
    obtain ⟨φ, hφ⟩ := hpre k
    rw [hs k]
    refine (newton_descends hK hn (u k)).2 ?_
    rw [hφ]
    exact (newton_descends hK hn φ).1
  have hlow : ∀ k, ψ ≤ u k := by
    intro k
    obtain ⟨φ, hφ⟩ := hpre k
    rw [hφ]
    exact subsolution_le_newton hK hn hψ φ
  -- each component is decreasing and bounded below
  have hlim : ∀ i, Tendsto (fun k => u k i) atTop (𝓝 (⨅ k, u k i)) := by
    intro i
    refine tendsto_atTop_ciInf (fun a b hab => hanti hab i) ⟨ψ i, ?_⟩
    rintro _ ⟨k, rfl⟩
    exact hlow k i
  have hL : Tendsto u atTop (𝓝 (fun i => ⨅ k, u k i)) := tendsto_pi_nhds.mpr hlim
  refine ⟨fun i => ⨅ k, u k i, ?_, (tendsto_add_atTop_iff_nat 1).mp (by rw [hu] at hL ⊢; exact hL)⟩
  funext i
  have hc : Continuous fun v : ι → ℝ => (K *ᵥ v) i := by
    simp only [Matrix.mulVec, dotProduct]
    fun_prop
  have t1 := (hc.tendsto _).comp (hL.comp (tendsto_add_atTop_nat 1))
  have t2 := ((hn.hasDeriv i (⨅ k, u k i)).continuousAt.tendsto).comp (hlim i)
  have t3 : Tendsto (fun k => u (k + 1) i - u k i) atTop (𝓝 0) := by
    simpa using ((hlim i).comp (tendsto_add_atTop_nat 1)).sub (hlim i)
  -- the slope stays below its value at the first iterate, so the correction term vanishes
  have t4 : Tendsto (fun k => n' i (u k i) * (u (k + 1) i - u k i)) atTop (𝓝 0) := by
    have t5 : Tendsto (fun k => n' i (u 0 i) * (u (k + 1) i - u k i)) atTop (𝓝 0) := by
      simpa using t3.const_mul (n' i (u 0 i))
    refine tendsto_of_tendsto_of_tendsto_of_le_of_le t5 tendsto_const_nhds
      (fun k => ?_) (fun k => ?_)
    · have hk : u k i ≤ u 0 i := hanti (Nat.zero_le k) i
      have hmono : n' i (u k i) ≤ n' i (u 0 i) := by
        rcases hk.eq_or_lt with h | h
        · rw [h]
        · by_contra hc'
          have := mul_pos (sub_pos.mpr (not_le.mp hc')) (sub_pos.mpr h)
          linarith [tangent_le hn i (u k i) (u 0 i), tangent_le hn i (u 0 i) (u k i)]
      exact mul_le_mul_of_nonpos_right hmono (sub_nonpos.mpr (hanti (Nat.le_succ k) i))
    · exact mul_nonpos_of_nonneg_of_nonpos (hn.pos i _).le
        (sub_nonpos.mpr (hanti (Nat.le_succ k) i))
  have hconst : ∀ k, (K *ᵥ u (k + 1)) i + n i (u k i)
      + n' i (u k i) * (u (k + 1) i - u k i) = d i := by
    intro k
    rw [hs k]
    exact (newton_linearised hK hn (u k)).2 i
  have hfin := tendsto_nhds_unique (((t1.add t2).add t4).congr hconst) tendsto_const_nhds
  change (K *ᵥ fun i => ⨅ k, u k i) i + n i (⨅ k, u k i) - d i = 0
  linarith

/-- Global monotone convergence: for a grid operator and a convex charge law with positive
derivative, if `φs` solves `K φ + n(φ) = d`, Newton iteration from any start converges to `φs`;
from the first iterate onward no component increases or falls below `φs`. -/
theorem newton_global_convergence (hK : IsGridOperator K) (hn : IsConvexCharge n n')
    {φs : ι → ℝ} (hs : ∀ i, (K *ᵥ φs) i + n i (φs i) = d i) (φ₀ : ι → ℝ) :
    Tendsto (fun k => (newtonStep K n n' d)^[k] φ₀) atTop (𝓝 φs) ∧
      ∀ k, 1 ≤ k → φs ≤ (newtonStep K n n' d)^[k] φ₀ ∧
        (newtonStep K n n' d)^[k + 1] φ₀ ≤ (newtonStep K n n' d)^[k] φ₀ := by
  have h0 : residual K n d φs = 0 := funext fun i => sub_eq_zero.mpr (hs i)
  constructor
  · obtain ⟨χ, hχ, hlim⟩ := newton_finds_solution hK hn h0.le φ₀
    -- a solution is a fixed point of the Newton step, so two solutions bound each other
    have fix : ∀ φ, residual K n d φ = 0 → newtonStep K n n' d φ = φ := by
      intro φ h
      simp [newtonStep, h]
    have h1 := subsolution_le_newton hK hn h0.le χ
    have h2 := subsolution_le_newton hK hn hχ.le φs
    rw [fix χ hχ] at h1
    rw [fix φs h0] at h2
    rwa [le_antisymm h1 h2]
  · intro k hk
    obtain ⟨m, rfl⟩ := Nat.exists_eq_add_of_le' hk
    rw [Function.iterate_succ_apply' _ (m + 1), Function.iterate_succ_apply' _ m]
    exact ⟨subsolution_le_newton hK hn h0.le _,
      (newton_descends hK hn _).2 (newton_descends hK hn _).1⟩

/-- Boltzmann electrons `N exp(φ/V)` with `N, V > 0` and a positive right-hand side `D` (doping plus
any boundary terms) on a grid: the Poisson equation has a solution, and Newton iteration converges
to it from any start. -/
theorem boltzmann_electrons (hK : IsGridOperator K) {N D : ι → ℝ} {V : ℝ}
    (hN : ∀ i, 0 < N i) (hD : ∀ i, 0 < D i) (hV : 0 < V) :
    ∃ φs : ι → ℝ, (∀ i, (K *ᵥ φs) i + N i * Real.exp (φs i / V) = D i) ∧
      ∀ φ₀, Tendsto (fun k => (newtonStep K (fun i x => N i * Real.exp (x / V))
        (fun i x => N i * (Real.exp (x / V) * (1 / V))) D)^[k] φ₀) atTop (𝓝 φs) := by
  have hn : IsConvexCharge (fun i x => N i * Real.exp (x / V))
      (fun i x => N i * (Real.exp (x / V) * (1 / V))) := by
    refine ⟨fun i => ⟨convex_univ, fun x _ y _ a b ha hb hab => ?_⟩, fun i x => ?_, fun i x => ?_⟩
    · have h := convexOn_exp.2 (Set.mem_univ (x / V)) (Set.mem_univ (y / V)) ha hb hab
      simp only [smul_eq_mul] at h ⊢
      have e : (a * x + b * y) / V = a * (x / V) + b * (y / V) := by ring
      rw [e]
      linarith [mul_le_mul_of_nonneg_left h (hN i).le]
    · exact (((hasDerivAt_id x).div_const V).exp).const_mul (N i)
    · have := hN i
      positivity
  -- a sufficiently negative constant potential is a subsolution
  obtain ⟨S, hS⟩ : ∃ S, S = ∑ i, N i / D i := ⟨_, rfl⟩
  have hS0 : 0 ≤ S := by
    rw [hS]
    exact Finset.sum_nonneg fun i _ => (div_pos (hN i) (hD i)).le
  have hsub : residual K (fun i x => N i * Real.exp (x / V)) D (fun _ => -(V * S)) ≤ 0 := by
    intro i
    change (K *ᵥ fun _ => -(V * S)) i + N i * Real.exp (-(V * S) / V) - D i ≤ 0
    have e1 : (K *ᵥ fun _ => -(V * S)) i = (∑ j, K i j) * (-(V * S)) := by
      simp only [Matrix.mulVec, dotProduct, Finset.sum_mul]
    have e2 : -(V * S) / V = -S := by field_simp
    have h1 : N i / D i ≤ S := by
      rw [hS]
      exact Finset.single_le_sum (f := fun i => N i / D i)
        (fun j _ => (div_pos (hN j) (hD j)).le) (Finset.mem_univ i)
    have h2 : N i / D i ≤ Real.exp S := by linarith [Real.add_one_le_exp S]
    have h3 : N i * Real.exp (-S) ≤ D i := by
      rw [Real.exp_neg, ← div_eq_mul_inv, div_le_iff₀ (Real.exp_pos S)]
      rw [div_le_iff₀ (hD i)] at h2
      linarith
    have h4 := mul_nonneg (hK.rowSum i) (mul_nonneg hV.le hS0)
    rw [e1, e2]
    linarith
  obtain ⟨φs, h, _⟩ := newton_finds_solution hK hn hsub 0
  have hs : ∀ i, (K *ᵥ φs) i + N i * Real.exp (φs i / V) = D i :=
    fun i => sub_eq_zero.mp (congrFun h i)
  exact ⟨φs, hs, fun φ₀ => (newton_global_convergence hK hn hs φ₀).1⟩

/-- The first step can go up: on two coupled nodes with charge `exp φ` and doping `1`, the Newton
step from the uniform potential `-1` raises both components. -/
theorem first_step_up_witness :
    IsGridOperator !![(1 : ℝ), -1; -1, 1] ∧
    IsConvexCharge (fun _ : Fin 2 => Real.exp) (fun _ => Real.exp) ∧
    ∀ i, -1 < newtonStep !![(1 : ℝ), -1; -1, 1] (fun _ => Real.exp) (fun _ => Real.exp)
      (fun _ => 1) (fun _ => -1) i := by
  have hK : IsGridOperator !![(1 : ℝ), -1; -1, 1] := by
    constructor
    · intro i j hij
      fin_cases i <;> fin_cases j <;> simp at hij ⊢
    · intro i
      fin_cases i <;> simp [Fin.sum_univ_succ]
  have hn : IsConvexCharge (fun _ : Fin 2 => Real.exp) (fun _ => Real.exp) :=
    ⟨fun _ => convexOn_exp, fun _ x => Real.hasDerivAt_exp x, fun _ x => Real.exp_pos x⟩
  refine ⟨hK, hn, fun i => ?_⟩
  -- the solution is `φ = 0`, and the Newton step lies above it
  have h0 : residual !![(1 : ℝ), -1; -1, 1] (fun _ => Real.exp) (fun _ => 1) 0 ≤ 0 := by
    intro j
    simp [residual]
  have h1 := subsolution_le_newton hK hn h0 (fun _ => -1) i
  exact lt_of_lt_of_le (by norm_num) h1

end

end NewtonPoisson
```

```lean
#print axioms NewtonPoisson.newton_global_convergence
#print axioms NewtonPoisson.boltzmann_electrons
```

```
'NewtonPoisson.newton_global_convergence' depends on axioms: [propext, Classical.choice, Quot.sound]
'NewtonPoisson.boltzmann_electrons' depends on axioms: [propext, Classical.choice, Quot.sound]
```

## From the inequalities to the code

`maximum_principle` picks the lowest node with `Finite.exists_min` and bounds $(Kx)_m$ term by term by the row sum times $x_m$. `tangent_le` obtains the tangent inequality from slope bounds on either side of the point of contact. `newton_linearised` proves invertibility and (1), which ensures that the matrix inverse in `newtonStep` is a true one.

`newton_descends` contains the first two ordering facts and `subsolution_le_newton` the third. In each, `linarith` combines (1) with the tangent inequality or the sign of the residual.

In `newton_finds_solution`, `u k` is $\varphi^{(k+1)}$, so the sequence `u` is decreasing from its first term. Its limit is the componentwise infimum. The limits `t1`, `t2` and `t4` treat the three terms of (1); `t4` squeezes the correction between a multiple of the vanishing difference and zero.

`newton_global_convergence` then identifies this limit with `φs` by comparing the two solutions, and `boltzmann_electrons` supplies the constant subsolution.
